# Mean and mean square of the canonical d bands on a finite periodic lattice

## Do the bond lengths alone fix the second moment of the canonical d bands?

Put two sites on a ring, with a Hermitian on-site block $A$ and a Hermitian coupling block $B$. The two Bloch phases are $\pm1$, so the Bloch matrices are $A+B$ and $A-B$. Their traces average to $\mathrm{Tr}\,A$. In the squares,

$$\mathrm{Tr}(A\pm B)^2=\mathrm{Tr}\,A^2+\mathrm{Tr}\,B^2\pm2\,\mathrm{Tr}\,AB,$$

the cross terms cancel on averaging. For canonical d bands at unit distance, $A=0$ and $B=w^5\,\mathrm{diag}(-60,40,40,-10,-10)$, where $w$ is the atomic-sphere radius. The mean eigenvalue is then $0$ and the mean square is $7000\,w^{10}/5=1400\,w^{10}$.

I expect the same cancellation on any finite periodic lattice with one atom per cell: mean zero, and mean square $1400\sum_{R\neq0}(w/d_R)^{10}$, with $d_R$ the distance to site $R$. Can this be made rigorous and machine-checked, with the bands as actual eigenvalues?

## Yes, for a given sphere radius: after averaging, only closed paths survive

### From Bloch phases to the factor 1400

Let the sites form a finite abelian group $G$. A Bloch vector is a character $\chi$, a complex function on $G$ with $\chi(R+R')=\chi(R)\chi(R')$ and $|\chi(R)|=1$; it plays the role of $e^{ik\cdot R}$. Given blocks $S(R)$ with $S(-R)=S(R)^\dagger$, define $S(\chi)=\sum_R\chi(R)S(R)$. This matrix is Hermitian, because $\overline{\chi(R)}=\chi(-R)$:

$$S(\chi)^\dagger=\sum_R\chi(-R)S(-R)=S(\chi).$$

Write $\langle\cdot\rangle$ for the mean over all characters. Then $\langle\chi(a)\rangle=\delta_{a,0}$. For $a=0$ every term is one. For $a\neq0$ some character $\psi$ has $\psi(a)\neq1$; multiplication by $\psi$ permutes the characters, so $\psi(a)\langle\chi(a)\rangle=\langle\chi(a)\rangle$, and the mean vanishes. Hence

$$\langle\mathrm{Tr}\,S(\chi)\rangle=\sum_R\langle\chi(R)\rangle\,\mathrm{Tr}\,S(R)=\mathrm{Tr}\,S(0),$$

$$\langle\mathrm{Tr}\,S(\chi)^2\rangle=\sum_{R,R'}\langle\chi(R+R')\rangle\,\mathrm{Tr}\,S(R)S(R')=\sum_R\mathrm{Tr}\,S(R)S(-R).$$

Only $R'=-R$ survives: an electron hops out and back. Since $S(-R)=S(R)^\dagger$, each term is the squared Frobenius norm $\sum_{ij}|S(R)_{ij}|^2$.

For d orbitals, $S(0)=0$, and for $R\neq0$

$$S(R)=(w/d_R)^5\,UDU^\dagger,\qquad D=\mathrm{diag}(-60,40,40,-10,-10),$$

with $U$ unitary and dependent on $R$. The unitary drops out of the trace:

$$\mathrm{Tr}\,S(R)S(R)^\dagger=(w/d_R)^{10}\,\mathrm{Tr}\,D^2,$$

$$\mathrm{Tr}\,D^2=3600+1600+1600+100+100=7000.$$

The trace of a Hermitian matrix is the sum of its eigenvalues, and the trace of its square is the sum of their squares. Dividing by the five bands gives mean $0$ and mean square $1400\sum_{R\neq0}(w/d_R)^{10}$.

### The Lean file

```lean
import Mathlib

open Finset
open scoped Matrix

namespace CanonicalBandMoments

noncomputable section

variable {G n : Type*} [AddCommGroup G] [Fintype G]

/-- The Bloch sum `S(k) = ∑ χ_k(R) S(R)` of real-space structure constants. -/
def blochSum (S : G → Matrix n n ℂ) (χ : AddChar G ℂ) : Matrix n n ℂ :=
  ∑ R, χ R • S R

/-- The average of a quantity over all Bloch characters of the finite lattice. -/
def zoneAverage {K : Type*} [Field K] (f : AddChar G ℂ → K) : K :=
  (∑ χ, f χ) / (Fintype.card (AddChar G ℂ) : K)

/-- If `S(-R) = S(R)†`, every Bloch sum is Hermitian. -/
theorem blochSum_isHermitian {S : G → Matrix n n ℂ} (h : ∀ R, S (-R) = (S R)ᴴ)
    (χ : AddChar G ℂ) : (blochSum S χ).IsHermitian := by
  change (blochSum S χ)ᴴ = blochSum S χ
  rw [blochSum, Matrix.conjTranspose_sum]
  -- conjugation exchanges R and -R
  exact Fintype.sum_equiv (Equiv.neg G) _ _ (fun R => by
    rw [Matrix.conjTranspose_smul, Equiv.neg_apply, AddChar.map_neg_eq_conj, h R,
      Complex.star_def])

variable [DecidableEq G]

/-- The zone average of a Bloch phase is one at the origin and zero at every other site. -/
theorem average_phase (a : G) :
    zoneAverage (fun χ : AddChar G ℂ => χ a) = if a = 0 then (1 : ℂ) else 0 := by
  unfold zoneAverage
  rw [AddChar.sum_apply_eq_ite, AddChar.card_eq]
  split_ifs
  · exact div_self (Nat.cast_ne_zero.mpr Fintype.card_ne_zero)
  · exact zero_div _

variable [Fintype n]

/-- The zone average of `Tr S(k)` is the trace of the on-site block. -/
theorem average_trace (S : G → Matrix n n ℂ) :
    zoneAverage (fun χ => (blochSum S χ).trace) = (S 0).trace := by
  have expand : ∀ χ : AddChar G ℂ, (blochSum S χ).trace = ∑ R, χ R * (S R).trace := by
    intro χ
    simp only [blochSum, Matrix.trace_sum, Matrix.trace_smul, smul_eq_mul]
  calc zoneAverage (fun χ => (blochSum S χ).trace)
      = ∑ R, zoneAverage (fun χ : AddChar G ℂ => χ R) * (S R).trace := by
        unfold zoneAverage
        simp_rw [expand]
        rw [Finset.sum_comm, Finset.sum_div]
        refine Finset.sum_congr rfl fun R _ => ?_
        rw [← Finset.sum_mul]
        ring
    _ = (S 0).trace := by simp [average_phase]

/-- The zone average of `Tr S(k) T(k)` is the real-space sum of `Tr S(R) T(-R)`. -/
theorem average_trace_mul (S T : G → Matrix n n ℂ) :
    zoneAverage (fun χ => (blochSum S χ * blochSum T χ).trace)
      = ∑ R, (S R * T (-R)).trace := by
  have expand : ∀ χ : AddChar G ℂ, (blochSum S χ * blochSum T χ).trace
      = ∑ R, ∑ R', χ (R + R') * (S R * T R').trace := by
    intro χ
    unfold blochSum
    rw [Finset.sum_mul_sum, Matrix.trace_sum]
    refine Finset.sum_congr rfl fun R _ => ?_
    rw [Matrix.trace_sum]
    refine Finset.sum_congr rfl fun R' _ => ?_
    rw [Matrix.smul_mul, Matrix.mul_smul, Matrix.trace_smul, Matrix.trace_smul,
      AddChar.map_add_eq_mul, smul_eq_mul, smul_eq_mul, mul_assoc]
  calc zoneAverage (fun χ => (blochSum S χ * blochSum T χ).trace)
      = ∑ R, ∑ R', zoneAverage (fun χ : AddChar G ℂ => χ (R + R')) * (S R * T R').trace := by
        unfold zoneAverage
        simp_rw [expand]
        rw [Finset.sum_comm, Finset.sum_div]
        refine Finset.sum_congr rfl fun R _ => ?_
        rw [Finset.sum_comm, Finset.sum_div]
        refine Finset.sum_congr rfl fun R' _ => ?_
        rw [← Finset.sum_mul]
        ring
    _ = ∑ R, (S R * T (-R)).trace := by
        -- only closed paths R + R' = 0 survive
        refine Finset.sum_congr rfl fun R _ => ?_
        rw [Finset.sum_eq_single (-R)]
        · rw [average_phase, if_pos (add_neg_cancel R), one_mul]
        · intro R' _ hne
          rw [average_phase, if_neg (fun h0 => hne (eq_neg_of_add_eq_zero_right h0)), zero_mul]
        · intro hn
          exact absurd (Finset.mem_univ _) hn

/-- If `S(-R) = S(R)†`, the zone average of `Tr S(k)²` is the sum of the squared
Frobenius norms of the real-space blocks. -/
theorem average_trace_sq {S : G → Matrix n n ℂ} (h : ∀ R, S (-R) = (S R)ᴴ) :
    zoneAverage (fun χ => (blochSum S χ * blochSum S χ).trace)
      = ((∑ R, ∑ i, ∑ j, ‖S R i j‖ ^ 2 : ℝ) : ℂ) := by
  rw [average_trace_mul]
  push_cast
  refine Finset.sum_congr rfl fun R _ => ?_
  rw [h R]
  simp only [Matrix.trace, Matrix.diag_apply, Matrix.mul_apply, Matrix.conjTranspose_apply]
  exact Finset.sum_congr rfl fun i _ => Finset.sum_congr rfl fun j _ => RCLike.mul_conj _

variable [DecidableEq n]

/-- `Tr A A†` is unchanged by a unitary change of basis. -/
theorem trace_mul_conjTranspose_of_similar {A U D : Matrix n n ℂ}
    (h : A = U * D * Uᴴ) (hU : Uᴴ * U = 1) : (A * Aᴴ).trace = (D * Dᴴ).trace := by
  have key : A * Aᴴ = U * (D * Dᴴ) * Uᴴ := by
    rw [h, Matrix.conjTranspose_mul, Matrix.conjTranspose_mul, Matrix.conjTranspose_conjTranspose]
    calc U * D * Uᴴ * (U * (Dᴴ * Uᴴ)) = U * D * (Uᴴ * U) * (Dᴴ * Uᴴ) := by noncomm_ring
      _ = U * (D * Dᴴ) * Uᴴ := by rw [hU]; noncomm_ring
  rw [key, Matrix.trace_mul_comm, ← mul_assoc, hU, one_mul]

/-- The squared eigenvalues of a Hermitian matrix add up to the trace of its square. -/
theorem sum_eigenvalues_sq {A : Matrix n n ℂ} (hA : A.IsHermitian) :
    ((∑ i, hA.eigenvalues i ^ 2 : ℝ) : ℂ) = (A * A).trace := by
  have h := hA.spectral_theorem
  rw [Unitary.conjStarAlgAut_apply] at h
  have key := trace_mul_conjTranspose_of_similar h
    (Matrix.mem_unitaryGroup_iff'.mp hA.eigenvectorUnitary.2)
  rw [hA.eq] at key
  rw [key]
  simp [Matrix.diagonal_conjTranspose, Matrix.diagonal_mul_diagonal, Matrix.trace_diagonal, sq]

/-- The bands of a family of blocks with `S(-R) = S(R)†`: the eigenvalues of its Bloch sum. -/
def band {S : G → Matrix n n ℂ} (h : ∀ R, S (-R) = (S R)ᴴ) (χ : AddChar G ℂ) (i : n) : ℝ :=
  (blochSum_isHermitian h χ).eigenvalues i

/-- The d-d two-centre matrix `10 diag(-6, 4, 4, -1, -1)` in the frame of the bond. -/
def dShape : Matrix (Fin 5) (Fin 5) ℂ := Matrix.diagonal ![-60, 40, 40, -10, -10]

/-- The d-d two-centre matrix is Hermitian. -/
theorem dShape_conjTranspose : dShapeᴴ = dShape := by
  rw [dShape, Matrix.diagonal_conjTranspose]
  congr 1
  funext i
  fin_cases i <;> simp

/-- Canonical d structure constants with scale `w` and distances `d R`: no on-site block,
`S(-R) = S(R)†`, and each other block is `(w/d)^5` times a unitarily rotated `dShape`. -/
structure CanonicalD {G : Type*} [AddCommGroup G] (w : ℝ) (d : G → ℝ)
    (S : G → Matrix (Fin 5) (Fin 5) ℂ) : Prop where
  onsite : S 0 = 0
  hermitian : ∀ R, S (-R) = (S R)ᴴ
  dist_pos : ∀ R, R ≠ 0 → 0 < d R
  twoCentre : ∀ R, R ≠ 0 → ∃ U ∈ Matrix.unitaryGroup (Fin 5) ℂ,
    (d R : ℂ) ^ 5 • S R = (w : ℂ) ^ 5 • (U * dShape * Uᴴ)

/-- The canonical d bands have mean zero and mean square `1400 ∑ (w/d)^10`, averaged over
the zone and the five bands, with the sum over all sites other than the origin. -/
theorem canonical_d_band_moments {w : ℝ} {d : G → ℝ} {S : G → Matrix (Fin 5) (Fin 5) ℂ}
    (h : CanonicalD w d S) :
    zoneAverage (fun χ => (∑ i, band h.hermitian χ i) / 5) = 0 ∧
    zoneAverage (fun χ => (∑ i, band h.hermitian χ i ^ 2) / 5)
      = 1400 * ∑ R ∈ univ.erase 0, (w / d R) ^ 10 := by
  have cast : ∀ (f : AddChar G ℂ → ℝ) (g : AddChar G ℂ → ℂ), (∀ χ, (f χ : ℂ) = g χ) →
      ((zoneAverage (fun χ => f χ / 5) : ℝ) : ℂ) = zoneAverage g / 5 := by
    intro f g hfg
    simp only [zoneAverage, ← hfg]
    push_cast
    rw [← Finset.sum_div]
    ring
  have shape : (dShape * dShapeᴴ).trace = 7000 := by
    rw [dShape_conjTranspose]
    norm_num [dShape, Matrix.diagonal_mul_diagonal, Matrix.trace_diagonal, Fin.sum_univ_succ]
  -- contribution of the closed path from the origin to R and back
  have bond : ∀ R, R ≠ 0 → (S R * S (-R)).trace = 7000 * ((w : ℂ) / d R) ^ 10 := by
    intro R hR
    obtain ⟨U, hU, hb⟩ := h.twoCentre R hR
    have hd : (d R : ℂ) ≠ 0 := by exact_mod_cast (h.dist_pos R hR).ne'
    have hs : S R = U * (((w : ℂ) / d R) ^ 5 • dShape) * Uᴴ := by
      rw [Matrix.mul_smul, Matrix.smul_mul, div_pow, div_eq_inv_mul, ← smul_smul, ← hb,
        smul_smul, inv_mul_cancel₀ (pow_ne_zero 5 hd), one_smul]
    have hstar : star (((w : ℂ) / d R) ^ 5) = ((w : ℂ) / d R) ^ 5 := by simp
    rw [h.hermitian, trace_mul_conjTranspose_of_similar hs (Matrix.mem_unitaryGroup_iff'.mp hU),
      Matrix.conjTranspose_smul, Matrix.smul_mul, Matrix.mul_smul, Matrix.trace_smul,
      Matrix.trace_smul, shape, hstar, smul_eq_mul, smul_eq_mul]
    ring
  constructor
  · apply Complex.ofReal_injective
    rw [cast _ (fun χ => (blochSum S χ).trace) (fun χ => by
      rw [(blochSum_isHermitian h.hermitian χ).trace_eq_sum_eigenvalues]
      simp [band]), average_trace, h.onsite]
    simp
  · apply Complex.ofReal_injective
    rw [cast (fun χ => ∑ i, band h.hermitian χ i ^ 2)
      (fun χ => (blochSum S χ * blochSum S χ).trace)
      (fun χ => sum_eigenvalues_sq (blochSum_isHermitian h.hermitian χ)), average_trace_mul,
      ← Finset.add_sum_erase univ _ (Finset.mem_univ (0 : G)), h.onsite, zero_mul,
      Matrix.trace_zero, zero_add,
      Finset.sum_congr rfl (fun R hR => bond R (Finset.ne_of_mem_erase hR)), ← Finset.mul_sum]
    push_cast
    ring

/-- Distance from the origin on a chain with unit spacing: the minimum-image distance on the
periodic chain of `N` sites for `N ≥ 1`, and `|R|` on the infinite chain for `N = 0`. -/
def chainDist {N : ℕ} (R : ZMod N) : ℝ := (R.valMinAbs.natAbs : ℝ)

/-- Canonical d blocks of a chain along the quantisation axis; the quotient `w / chainDist R` is
used only for `R ≠ 0`. -/
def chainBlock {N : ℕ} (w : ℝ) (R : ZMod N) : Matrix (Fin 5) (Fin 5) ℂ :=
  if R = 0 then 0 else ((w : ℂ) / chainDist R) ^ 5 • dShape

/-- The periodic chain of `N + 2` sites carries canonical d structure constants. -/
theorem canonicalD_witness (N : ℕ) (w : ℝ) :
    CanonicalD w (chainDist (N := N + 2)) (chainBlock w) := by
  have pos : ∀ R : ZMod (N + 2), R ≠ 0 → 0 < chainDist R := by
    intro R hR
    unfold chainDist
    exact Nat.cast_pos.mpr (Int.natAbs_pos.mpr (fun h0 => hR ((ZMod.valMinAbs_eq_zero R).mp h0)))
  refine ⟨if_pos rfl, fun R => ?_, pos, fun R hR => ⟨1, one_mem _, ?_⟩⟩
  · by_cases hR : R = 0
    · simp [chainBlock, hR]
    · have hdist : chainDist (-R) = chainDist R := by
        unfold chainDist
        rw [ZMod.natAbs_valMinAbs_neg]
      unfold chainBlock
      rw [if_neg (neg_ne_zero.mpr hR), if_neg hR, hdist, Matrix.conjTranspose_smul,
        dShape_conjTranspose]
      congr 1
      simp
  · have hd : (chainDist R : ℂ) ≠ 0 := by exact_mod_cast (pos R hR).ne'
    unfold chainBlock
    rw [if_neg hR, smul_smul, Matrix.conjTranspose_one, mul_one, one_mul]
    congr 1
    field_simp

end

end CanonicalBandMoments
```

```lean
#print axioms CanonicalBandMoments.average_trace_sq
#print axioms CanonicalBandMoments.canonical_d_band_moments
```

```
'CanonicalBandMoments.average_trace_sq' depends on axioms: [propext, Classical.choice, Quot.sound]
'CanonicalBandMoments.canonical_d_band_moments' depends on axioms: [propext, Classical.choice, Quot.sound]
```

### What the theorem says about the lattice

In `canonical_d_band_moments`, `G` is the lattice with periodic boundary conditions and `AddChar G ℂ` is its set of Bloch vectors. `blochSum` carries no normalising factor, while `zoneAverage` divides by the number of characters. `band h χ i` is the `i`-th eigenvalue of the Hermitian Bloch matrix, counted with multiplicity. The two conclusions are the vanishing mean and the mean square, both taken over the zone and the five bands. The sum over `univ.erase 0` runs over all sites except the origin; on a one-site lattice it is empty and both moments are zero.

The physics enters through the hypothesis `CanonicalD w d S`:

- `onsite` removes the on-site block, which places the band centre at zero.
- `hermitian` is $S(-R)=S(R)^\dagger$, which makes the bands real.
- `dist_pos` makes distances to other sites positive.
- `twoCentre` states the d-d coupling with the distance multiplied across, $d_R^5S(R)=w^5UDU^\dagger$. The entries of `dShape` are the σ, π and δ couplings in the frame of the bond, in the ratio $-6:4:-1$, and the fifth power is the decay of the interaction between two $l=2$ multipoles.

These couplings are assumed, not derived from the multiple-scattering equations. The hypothesis is also looser than real geometry: `U` may be any unitary matrix, not only the rotation of d orbitals that belongs to the bond direction, and `d` need not come from positions in space. In the other direction, each nonzero element of `G` carries a single two-centre block with one distance. A sum over periodic images would generally not have that form, and the limit of an infinite crystal is not taken.

For an unhybridised d band with one atom per cell in the atomic-sphere approximation, the square root of the second moment is a measure of the canonical bandwidth. Within this model, and for a given atomic-sphere radius $w$, it depends on the structure through the distances alone, not through bond angles. The radius itself is set by the volume per atom.

### How the proof follows the calculation

`blochSum_isHermitian` conjugates the Bloch sum term by term and relabels $R\to-R$ with `Equiv.neg G`. `average_phase` is the orthogonality relation; Mathlib supplies the character sum and the fact that there are as many characters as sites.

`average_trace` and `average_trace_mul` first expand the trace, in the step called `expand`, and then exchange the sum over characters with the sums over sites. In the second lemma, `Finset.sum_eq_single (-R)` selects the closed path. That lemma allows two different families `S` and `T`. Setting them equal and using Hermiticity gives `average_trace_sq`, the Frobenius-norm identity for blocks of any finite size.

`trace_mul_conjTranspose_of_similar` shows that $\mathrm{Tr}\,AA^\dagger$ is unchanged by a unitary change of basis, and it is used twice. Applied to Mathlib's spectral theorem, it gives `sum_eigenvalues_sq`, which turns $\mathrm{Tr}\,S(\chi)^2$ into a sum of squared bands. Applied to a d block, it removes the bond rotation.

Inside the main theorem, `shape` evaluates $\mathrm{Tr}\,D^2=7000$. The step `bond` divides the two-centre relation by $d_R^5$, which is allowed because a positive distance is nonzero, and finds $7000(w/d_R)^{10}$ for each site. The bands are real but the traces are complex, so `cast` carries the averages into the complex numbers, and `Complex.ofReal_injective` brings the resulting equalities back. The first moment then follows from `average_trace` and the zero on-site block. For the second, the proof applies `average_trace_mul`, splits off the vanishing term at the origin and inserts `bond`.

Finally, `canonicalD_witness` supplies a concrete family that satisfies `CanonicalD`: a periodic chain of `N + 2` sites along the quantisation axis, with unit spacing and minimum-image distances. All bonds there are already aligned with the axis, so `U` is the identity. The remaining work is to check that distances are positive and that $R$ and $-R$ are equally far from the origin. For `N = 0` this is the two-site d-band ring of the question.
